# Additivity of semilocal functionals with zero vacuum energy density over nonoverlapping fragments

Suppose an approximate semilocal density functional assigns a constant energy density $e_0\neq 0$ to empty space. Put two fragments that do not overlap into a box of volume $\Omega$. The value of the functional for the pair then differs from the sum of its values for the fragments, each computed separately in the same box, by $-e_0\Omega$, however far apart the fragments are. A dissociation curve that includes this functional levels off at the wrong value relative to the separate fragments. For differentiable densities and a semilocal functional, requiring $e_0=0$ removes this error.

## Additivity, derived by hand

Let $V$ be a real normed space, in the physical case $\mathbb R^3$, with a measure $\mu$. A semilocal functional has the form
$$E[n]=\int e\big(n(x),\nabla n(x)\big)\,d\mu(x).$$
Let $p$ and $q$ be differentiable with $p(x)q(x)=0$ at every $x$, let $e(0,0)=0$, and let $e(p,\nabla p)$ and $e(q,\nabla q)$ be integrable. Then $E[p+q]=E[p]+E[q]$.

The main step is to show that at each point $x$ at least one fragment vanishes together with its gradient.

If $q(x)\neq0$, then by continuity $q\neq0$ in a neighbourhood of $x$. There $p=0$, so $p(x)=0$ and $\nabla p(x)=0$. The case $p(x)\neq0$ is the same with the roles exchanged.

If $p(x)=q(x)=0$, take a direction $v$ and $t\neq0$. Then
$$\frac{p(x+tv)}{t}\cdot\frac{q(x+tv)}{t}=0 .$$
Write $A(v)=\nabla p(x)\cdot v$ and $B(v)=\nabla q(x)\cdot v$. Letting $t\to0$ gives $A(v)B(v)=0$ for every $v$. If $A=0$, the claim holds. Otherwise choose $v$ with $A(v)\neq0$, so that $B(v)=0$. For any $w$,
$$0=A(v+w)B(v+w)=\big(A(v)+A(w)\big)B(w)=A(v)B(w),$$
because $A(w)B(w)=0$. Hence $B(w)=0$ for all $w$, and $B=0$.

Now suppose that $p$ is the fragment that vanishes with its gradient at $x$. Then
$$e(p+q,\nabla p+\nabla q)=e(q,\nabla q)=e(0,0)+e(q,\nabla q)=e(p,\nabla p)+e(q,\nabla q).$$
The other case is symmetric, and integration gives the claim. No sign condition was used. For nonnegative densities the main step is shorter, since every zero is a minimum and the gradient vanishes there.

## The formal development

The space `V` may have any dimension, and no inner product is needed.

In Lean 4 with Mathlib:

```lean
import Mathlib

open MeasureTheory Filter
open scoped Topology

namespace SemilocalSizeConsistency

noncomputable section

variable {V : Type*} [NormedAddCommGroup V] [NormedSpace ℝ V]
```

The gradient is represented by the Fréchet derivative `fderiv ℝ n x`, a continuous linear form that sends a direction $v$ to $\nabla n(x)\cdot v$. Accordingly, `e` takes a number and a linear form. It may not depend on the position, on higher derivatives, on the separate spin densities or on the orbital kinetic energy density.

```lean
/-- The semilocal energy density `e(n, ∇n)` of the density `n` at the point `x`. -/
def energyDensity (e : ℝ → (V →L[ℝ] ℝ) → ℝ) (n : V → ℝ) (x : V) : ℝ :=
  e (n x) (fderiv ℝ n x)
```

The next theorem is the main step. The auxiliary statement `aux` treats a point where one density is nonzero, by replacing the other with the zero function near that point. When both vanish, `key` is the identity $A(v)B(v)=0$: the two slopes converge to the directional derivatives, their product is constantly zero, and limits are unique. If the derivative of `p` is nonzero there, evaluating `key` at `v + w` shows that the derivative of `q` is zero, as above.

```lean
/-- At every point, at least one of two nonoverlapping differentiable densities vanishes
together with its gradient. -/
theorem vanishes_with_gradient {p q : V → ℝ} {x : V}
    (hp : DifferentiableAt ℝ p x) (hq : DifferentiableAt ℝ q x)
    (h : ∀ y, p y * q y = 0) :
    (p x = 0 ∧ fderiv ℝ p x = 0) ∨ (q x = 0 ∧ fderiv ℝ q x = 0) := by
  -- where one density is nonzero, the other is zero in a whole neighbourhood
  have aux : ∀ f g : V → ℝ, DifferentiableAt ℝ g x → (∀ y, f y * g y = 0) →
      g x ≠ 0 → fderiv ℝ f x = 0 := by
    intro f g hg hfg hgx
    have hev : f =ᶠ[𝓝 x] fun _ => (0 : ℝ) :=
      (hg.continuousAt.eventually_ne hgx).mono fun y hy =>
        (mul_eq_zero.mp (hfg y)).resolve_right hy
    rw [hev.fderiv_eq]
    simp
  by_cases hqx : q x = 0
  · by_cases hpx : p x = 0
    · -- both vanish: the product of the difference quotients is zero in each direction
      have key : ∀ v, fderiv ℝ p x v * fderiv ℝ q x v = 0 := by
        intro v
        have h1 : HasDerivAt (fun t : ℝ => p (x + t • v)) (fderiv ℝ p x v) 0 :=
          hp.hasFDerivAt.hasLineDerivAt v
        have h2 : HasDerivAt (fun t : ℝ => q (x + t • v)) (fderiv ℝ q x v) 0 :=
          hq.hasFDerivAt.hasLineDerivAt v
        have h3 := (hasDerivAt_iff_tendsto_slope.mp h1).mul
          (hasDerivAt_iff_tendsto_slope.mp h2)
        refine tendsto_nhds_unique h3 (tendsto_const_nhds.congr fun t => ?_)
        simp only [slope_def_field, zero_smul, add_zero, hpx, hqx, sub_zero]
        rw [div_mul_div_comm, h, zero_div]
      by_cases hP : fderiv ℝ p x = 0
      · exact Or.inl ⟨hpx, hP⟩
      · obtain ⟨v, hv⟩ : ∃ v, fderiv ℝ p x v ≠ 0 := by
          by_contra hc
          exact hP (ContinuousLinearMap.ext fun v => by
            by_contra hv
            exact hc ⟨v, hv⟩)
        refine Or.inr ⟨hqx, ContinuousLinearMap.ext fun w => ?_⟩
        have hv0 : fderiv ℝ q x v = 0 := (mul_eq_zero.mp (key v)).resolve_left hv
        have hs := key (v + w)
        rw [map_add, map_add, hv0, zero_add, add_mul, key w, add_zero] at hs
        exact (mul_eq_zero.mp hs).resolve_left hv
    · exact Or.inr ⟨hqx, aux q p hp (fun y => by rw [mul_comm]; exact h y) hpx⟩
  · exact Or.inl ⟨(mul_eq_zero.mp (h x)).resolve_right hqx, aux p q hq h hqx⟩
```

Pointwise additivity follows by splitting into the two alternatives and inserting the zeros.

```lean
/-- If `e(0,0) = 0`, the semilocal energy density of two nonoverlapping fragments is, at each point
where both densities are differentiable, the sum of the fragment energy densities. -/
theorem energyDensity_add {e : ℝ → (V →L[ℝ] ℝ) → ℝ} (he : e 0 0 = 0)
    {p q : V → ℝ} {x : V} (hp : DifferentiableAt ℝ p x) (hq : DifferentiableAt ℝ q x)
    (h : ∀ y, p y * q y = 0) :
    energyDensity e (fun y => p y + q y) x = energyDensity e p x + energyDensity e q x := by
  have hd : fderiv ℝ (fun y => p y + q y) x = fderiv ℝ p x + fderiv ℝ q x :=
    fderiv_fun_add hp hq
  unfold energyDensity
  rw [hd]
  rcases vanishes_with_gradient hp hq h with ⟨h0, h1⟩ | ⟨h0, h1⟩ <;> simp [h0, h1, he]
```

The condition $e(0,0)=0$ is also necessary if pointwise additivity is to hold for all nonoverlapping pairs. The smallest case already shows this: for two empty fragments, additivity reads $e(0,0)=2e(0,0)$.

```lean
/-- Pointwise additivity over all pairs of nonoverlapping differentiable densities holds
exactly when the energy density of the vacuum, `e(0,0)`, is zero. -/
theorem pointwise_additive_iff (e : ℝ → (V →L[ℝ] ℝ) → ℝ) :
    (∀ p q : V → ℝ, Differentiable ℝ p → Differentiable ℝ q → (∀ y, p y * q y = 0) →
      ∀ x, energyDensity e (fun y => p y + q y) x =
        energyDensity e p x + energyDensity e q x) ↔ e 0 0 = 0 := by
  constructor
  · intro h
    -- test on two empty fragments
    have h0 := h (fun _ => 0) (fun _ => 0) (differentiable_const _)
      (differentiable_const _) (fun _ => by simp) 0
    simpa [energyDensity] using h0
  · intro he p q hp hq h x
    exact energyDensity_add he (hp x) (hq x) h
```

For finitely many fragments, the proof is by induction. Fragment `a` does not overlap the sum of the others, because its product with each of them is zero.

```lean
/-- If `e(0,0) = 0`, the semilocal energy density of finitely many mutually nonoverlapping fragments
with differentiable densities is, at each point, the sum of the fragment energy densities. -/
theorem energyDensity_sum {ι : Type*} {e : ℝ → (V →L[ℝ] ℝ) → ℝ} (he : e 0 0 = 0)
    {n : ι → V → ℝ} (hd : ∀ i, Differentiable ℝ (n i))
    (hno : ∀ i j, i ≠ j → ∀ y, n i y * n j y = 0) (s : Finset ι) (x : V) :
    energyDensity e (fun y => ∑ i ∈ s, n i y) x = ∑ i ∈ s, energyDensity e (n i) x := by
  classical
  induction s using Finset.induction_on with
  | empty => simp [energyDensity, he]
  | insert a s ha ih =>
    have hfun : (fun y => ∑ i ∈ insert a s, n i y) = fun y => n a y + ∑ i ∈ s, n i y :=
      funext fun y => Finset.sum_insert ha
    rw [hfun, Finset.sum_insert ha, ← ih]
    -- fragment `a` does not overlap the union of the others
    refine energyDensity_add (p := n a) (q := fun y => ∑ i ∈ s, n i y) he (hd a x)
      (DifferentiableAt.fun_sum fun i _ => hd i x) (fun y => ?_)
    rw [Finset.mul_sum]
    exact Finset.sum_eq_zero fun i hi => hno a i (fun hai => ha (hai ▸ hi)) y
```

The functional itself is the integral of the energy density over `μ`.

```lean
variable [MeasurableSpace V]

/-- The semilocal density functional `E[n] = ∫ e(n, ∇n) dμ`. -/
def semilocalEnergy (μ : Measure V) (e : ℝ → (V →L[ℝ] ℝ) → ℝ) (n : V → ℝ) : ℝ :=
  ∫ x, energyDensity e n x ∂μ
```

In the main theorem, the hypotheses `ip` and `iq` say that each fragment has a well-defined finite energy. They are assumed, not derived from properties of `e`. The proof combines the two fragment integrals into one and applies pointwise additivity under the integral sign.

```lean
/-- A semilocal functional with `e(0,0) = 0` is additive over two nonoverlapping
differentiable densities with integrable energy densities. -/
theorem semilocalEnergy_add {μ : Measure V} {e : ℝ → (V →L[ℝ] ℝ) → ℝ} (he : e 0 0 = 0)
    {p q : V → ℝ} (hp : Differentiable ℝ p) (hq : Differentiable ℝ q)
    (h : ∀ y, p y * q y = 0)
    (ip : Integrable (energyDensity e p) μ) (iq : Integrable (energyDensity e q) μ) :
    semilocalEnergy μ e (fun y => p y + q y) =
      semilocalEnergy μ e p + semilocalEnergy μ e q := by
  unfold semilocalEnergy
  rw [← integral_add ip iq]
  congr 1
  funext x
  exact energyDensity_add he (hp x) (hq x) h
```

Size consistency of a complete density-functional calculation asks for more than this. The theorem compares energies at given densities; it does not say which density a minimisation selects, and it does not treat the nonlocal Hartree energy. Strict nonoverlap is also an idealisation, since electronic densities have tails, and so is differentiability everywhere, since they have cusps at point nuclei. Within these limits, the result shows that a semilocal exchange–correlation term with $e(0,0)=0$ contributes no interaction energy between separated fragments, neither a spurious one nor a genuine one such as dispersion.

For identical fragments, let `R i` be the displacement of copy `i`. If the measure is invariant under translations, as volume is, then $N$ nonoverlapping copies have energy $N\,E[p]$. In the proof, `ht` states that the energy density moves with its fragment, `hpt` adds the contributions at each point, and translation invariance makes all the integrals equal.

```lean
/-- Let `e(0,0) = 0`, let the measure be translation invariant, and let a differentiable density
have an integrable energy density. The semilocal energy of finitely many mutually nonoverlapping
translated copies of this density is the number of copies times the energy of a single copy. -/
theorem semilocalEnergy_copies [BorelSpace V] {μ : Measure V} [μ.IsAddRightInvariant]
    {ι : Type*} [Fintype ι] {e : ℝ → (V →L[ℝ] ℝ) → ℝ} (he : e 0 0 = 0)
    {p : V → ℝ} (hp : Differentiable ℝ p) (R : ι → V)
    (hno : ∀ i j, i ≠ j → ∀ y, p (y - R i) * p (y - R j) = 0)
    (ip : Integrable (energyDensity e p) μ) :
    semilocalEnergy μ e (fun y => ∑ i, p (y - R i)) =
      Fintype.card ι * semilocalEnergy μ e p := by
  -- the energy density moves along with the fragment
  have ht : ∀ i x, energyDensity e (fun y => p (y - R i)) x =
      energyDensity e p (x - R i) := by
    intro i x
    simp only [energyDensity, sub_eq_add_neg, fderiv_comp_add_right]
  have hd : ∀ i, Differentiable ℝ (fun y => p (y - R i)) := fun i =>
    hp.comp (differentiable_id.sub_const (R i))
  have hpt : ∀ x, energyDensity e (fun y => ∑ i, p (y - R i)) x =
      ∑ i, energyDensity e p (x - R i) := by
    intro x
    rw [energyDensity_sum (n := fun i y => p (y - R i)) he hd hno Finset.univ x]
    exact Finset.sum_congr rfl fun i _ => ht i x
  unfold semilocalEnergy
  simp_rw [hpt]
  rw [integral_finsetSum Finset.univ fun i _ => ip.comp_sub_right (R i)]
  simp [integral_sub_right_eq_self (energyDensity e p)]
```

Overlap does matter. For $e=n^2$, expanding the square gives
$$E[p+q]=E[p]+E[q]+2\int pq\,d\mu .$$
The theorem assumes that $p^2$, $q^2$ and $pq$ are integrable, and it needs no differentiability because this `e` ignores the gradient.

```lean
/-- For the local functional `∫ n² dμ` and densities `p`, `q` with `p²`, `q²` and `pq` integrable,
the deviation from additivity is twice the overlap integral of the two densities. -/
theorem overlap_error {μ : Measure V} {p q : V → ℝ}
    (hp : Integrable (fun x => p x ^ 2) μ) (hq : Integrable (fun x => q x ^ 2) μ)
    (hpq : Integrable (fun x => p x * q x) μ) :
    semilocalEnergy μ (fun n _ => n ^ 2) (fun y => p y + q y) =
      semilocalEnergy μ (fun n _ => n ^ 2) p + semilocalEnergy μ (fun n _ => n ^ 2) q
        + 2 * ∫ x, p x * q x ∂μ := by
  have h1 : Integrable (fun x => p x ^ 2 + q x ^ 2) μ := hp.add hq
  have h2 : Integrable (fun x => 2 * (p x * q x)) μ := hpq.const_mul 2
  simp only [semilocalEnergy, energyDensity]
  rw [← integral_const_mul, ← integral_add hp hq, ← integral_add h1 h2]
  congr 1
  funext x
  ring
```

Finally, a concrete density on the line shows that the assumptions can be met by something other than empty space. The function `f` is a smooth bump centred at $0$ that vanishes at distance `f.rOut` and beyond. Its copy displaced by $c$ does not overlap it when $|c|\ge 2\,$`f.rOut`. The energy density $n^2+|\nabla n|^2$ is integrable because both terms are continuous with compact support.

The limiting separation $|c|=2\,$`f.rOut` is allowed. The bumps then touch at $x=c/2$, where both densities are zero, and additivity holds right up to contact.

```lean
/-- A smooth bump on the line and its copy shifted by at least twice the outer radius do not
overlap; the bump is differentiable, equals one at its centre, and has an integrable energy
density for `e(n, ∇n) = n² + |∇n|²`. -/
theorem separated_bumps_witness (f : ContDiffBump (0 : ℝ)) (c : ℝ)
    (hc : 2 * f.rOut ≤ |c|) :
    Differentiable ℝ (f : ℝ → ℝ) ∧ (∀ x, f x * f (x - c) = 0) ∧ f 0 = 1 ∧
      Integrable (energyDensity (fun n g => n ^ 2 + ‖g‖ ^ 2) (f : ℝ → ℝ)) volume := by
  -- the square of a continuous function with compact support is integrable
  have sq : ∀ u : ℝ → ℝ, Continuous u → HasCompactSupport u →
      Integrable (fun x => u x ^ 2) volume := by
    intro u hu hs
    have hs2 : HasCompactSupport (fun x => u x ^ 2) :=
      hs.comp_left (g := fun t : ℝ => t ^ 2) (by simp)
    exact (hu.pow 2).integrable_of_hasCompactSupport hs2
  have hC : ContDiff ℝ 1 (f : ℝ → ℝ) := by exact_mod_cast f.contDiff (n := 1)
  refine ⟨hC.differentiable (by norm_num), fun x => ?_,
    f.one_of_mem_closedBall (Metric.mem_closedBall_self f.rIn_pos.le), ?_⟩
  · by_cases hx : f.rOut ≤ |x|
    · rw [f.zero_of_le_dist (by simpa [Real.dist_eq] using hx), zero_mul]
    · have h1 := abs_sub_abs_le_abs_sub c x
      rw [abs_sub_comm c x] at h1
      have h2 : f.rOut ≤ |x - c| := by linarith [not_le.mp hx]
      rw [f.zero_of_le_dist (x := x - c) (by simpa [Real.dist_eq] using h2), mul_zero]
  · have i1 : Integrable (fun x => f x ^ 2) volume :=
      sq f f.continuous f.hasCompactSupport
    have i2 : Integrable (fun x => ‖fderiv ℝ (f : ℝ → ℝ) x‖ ^ 2) volume :=
      sq (fun x => ‖fderiv ℝ (f : ℝ → ℝ) x‖) (hC.continuous_fderiv (by norm_num)).norm
        (f.hasCompactSupport.fderiv ℝ).norm
    change Integrable (fun x => f x ^ 2 + ‖fderiv ℝ (f : ℝ → ℝ) x‖ ^ 2) volume
    exact i1.add i2

end

end SemilocalSizeConsistency
```

```lean
#print axioms SemilocalSizeConsistency.pointwise_additive_iff
#print axioms SemilocalSizeConsistency.semilocalEnergy_add
#print axioms SemilocalSizeConsistency.semilocalEnergy_copies
#print axioms SemilocalSizeConsistency.overlap_error
```

```
'SemilocalSizeConsistency.pointwise_additive_iff' depends on axioms: [propext, Classical.choice, Quot.sound]
'SemilocalSizeConsistency.semilocalEnergy_add' depends on axioms: [propext, Classical.choice, Quot.sound]
'SemilocalSizeConsistency.semilocalEnergy_copies' depends on axioms: [propext, Classical.choice, Quot.sound]
'SemilocalSizeConsistency.overlap_error' depends on axioms: [propext, Classical.choice, Quot.sound]
```
